# Summing a vertex insertion along a fermion line: the Ward identity as a telescoping sum in any ring

An amplitude with an external photon of momentum $q^\mu$ and polarisation $\epsilon^\mu$ has the form $\epsilon_\mu M^\mu$. The polarisations $\epsilon^\mu$ and $\epsilon^\mu + c\,q^\mu$, with $c$ any number, describe the same photon, so unless $q_\mu M^\mu = 0$ the amplitude depends on the gauge. A single diagram generally fails this test. The cancellation sets in when the photon is attached in turn to every propagator of a fermion line, provided the contracted vertex is the difference of the inverse propagators on its two sides and the other vertices do not change when the fermion momentum is shifted. Under these conditions the sum of insertions telescopes to two boundary terms by algebra in a ring, for lines of any length. These terms cancel against the insertions on the external legs when the ends of the line are on shell, and against each other on a closed loop once the loop momentum is summed over a finite shift-invariant set; on an open line with off-shell ends they remain.

## Insertions on an open line

For a free electron of mass $m$ and momentum $p_j$ on segment $j$ of a line, the inverse propagator is $D_j = \gamma\cdot p_j - m$, with $\gamma^\mu$ the Dirac matrices. After absorbing the photon it is $D'_j = D_j + q$, where the ring element $q$ stands for $\gamma^\mu q_\mu$, the vertex contracted with the photon momentum. Factors of $i$ and of the charge are dropped or absorbed in the other vertices $V_j$. The propagators $S_j$ and $S'_j$ are required to satisfy only $D_jS_j = 1$ and $S'_jD'_j = 1$, so invertible $D_j$ and $D'_j$ are a special case. Products are read against the fermion flow, and primed propagators stand to the left of the insertion.

Let $L(a,k) = S_aV_{a+1}S_{a+1}\cdots V_{a+k}S_{a+k}$, with $L(a,0) = S_a$, and let $L'(a,k)$ be the same product with $S'$. The claim is
$$\sum_{j=0}^{n} L'(a,j)\,q\,L(a+j,n-j) = L(a,n) - L'(a,n).$$
One insertion gives
$$S'(D'-D)S = (S'D')S - S'(DS) = S - S'.$$
Let $M_j$ be the line whose first $j$ propagators are primed, so that $M_0 = L(a,n)$ and $M_{n+1} = L'(a,n)$. Term $j$ of the sum contains $S'_{a+j}\,q\,S_{a+j} = S_{a+j} - S'_{a+j}$ and therefore equals $M_j - M_{j+1}$. The sum telescopes to $M_0 - M_{n+1}$. The argument never uses that $D'_j - D_j$ is the same on each segment, so it holds for a vertex $\Gamma_j = D'_j - D_j$. For $n = 0$ the claim is the single insertion itself.

## Self-energies, on-shell legs and loops

At fixed momenta and Lorentz indices of its internal photons, an amputated self-energy diagram has the form $V_0\,L(0,n)\,W$, with end vertices $V_0$ and $W$. Multiplying the identity by $V_0$ on the left and $W$ on the right and summing over finitely many diagrams gives $\Lambda = \Sigma - \Sigma'$. Here $\Sigma$ and $\Sigma'$ are the summed self-energies at the unshifted and shifted momentum, and $\Lambda$ is the sum of all insertions on their lines. With the dressed inverse propagator taken as $D_0 - \Sigma$, where $D_0$ here denotes the free one on the external leg and not that of the internal segment 0,
$$q + \Lambda = (D_0 + q - \Sigma') - (D_0 - \Sigma).$$

On-shell ends are described by an outgoing spinor $\bar u$ and an incoming spinor $u$ that obey the free Dirac equation. For one vertex $V$ between segments 0 and 1 this reads $\bar u(D_0+q) = 0$ and $D_1u = 0$. Then
$$\bar u\,q\,S_0 = \bar u(D_0+q)S_0 - \bar u D_0S_0 = -\bar u,\qquad S'_1\,q\,u = S'_1(D_1+q)u - S'_1D_1u = u,$$
and the two Compton orderings give $\bar u(qS_0V + VS'_1q)u = -\bar uVu + \bar uVu = 0$. For vertices $V_1,\dots,V_{n+2}$ and $D_{n+2}u = 0$, set $A = V_1L(1,n)V_{n+2}$ and $A' = V_1L'(1,n)V_{n+2}$. The left leg contributes $-\bar uAu$, the internal propagators $\bar u(A - A')u$, and the right leg $\bar uA'u$, which add to zero.

On a closed loop, segment $j$ carries momentum $p + k_j$, with loop momentum $p$ and fixed offsets $k_j$, and a vertex $W$ joins the last segment to the first. Now $q$ denotes a momentum, and $\Gamma_j = D(p+q+k_j) - D(p+k_j)$. With $F(p) = \operatorname{tr}[W\,L(0,n)]$ evaluated at loop momentum $p$, the traced insertion sum is $F(p) - F(p+q)$. Summed over a finite group of momenta it vanishes, since $p\mapsto p+q$ permutes the group.

The same algebra ties vertex corrections to self-energies in Green's-function calculations of electronic structure: for non-interacting propagators in a finite orthonormal orbital basis, $D_j = \omega_j - H$ with frequency $\omega_j$ and one-particle Hamiltonian $H$, a frequency transfer $\nu$ gives $q = \nu\cdot 1$, and the relation for $q + \Lambda$ holds for a finite set of diagrams at fixed internal frequencies, with insertions on the open line only.

## Lines and insertion sums as Lean definitions

The coefficients live in an arbitrary ring `R`, not assumed commutative. Dirac matrices over $\mathbb{C}$ are one instance.

```lean
import Mathlib

open Finset

namespace WardIdentityLine

variable {R : Type*} [Ring R]
```

Propagators and vertices are sequences `ℕ → R` with the indices used above, and `line S V a k` is $L(a,k)$, built by appending $V_{a+k+1}S_{a+k+1}$ on the right.

```lean
/-- The fermion line `S_a V_(a+1) S_(a+1) ⋯ V_(a+k) S_(a+k)` with `k` vertices, starting at
propagator `a`. -/
def line (S V : ℕ → R) (a : ℕ) : ℕ → R
  | 0 => S a
  | k + 1 => line S V a k * V (a + k + 1) * S (a + k + 1)
```

`insertions S S' V Γ a n`, written $I(a,n)$ below, is $\sum_{j=0}^n L'(a,j)\,\Gamma_{a+j}\,L(a+j,n-j)$, where `range (n + 1)` runs over $0,\dots,n$. The same `V` enters primed and unprimed lines, which encodes that the vertices ignore the momentum shift.

```lean
/-- The sum over all insertions of a vertex `Γ` into the propagators `a, …, a+n` of a line, with
propagators `S'` to the left and `S` to the right of the insertion. -/
def insertions (S S' V Γ : ℕ → R) (a n : ℕ) : R :=
  ∑ j ∈ range (n + 1), line S' V a j * Γ (a + j) * line S V (a + j) (n - j)
```

`selfEnergy S V W n` is $V_0L(0,n)W$. The entry `V 0`, unused by `line S V 0 n`, serves as the left end vertex.

```lean
/-- An amputated self-energy line `V_0 S_0 V_1 ⋯ V_n S_n W` with end vertices `V_0` and `W`. -/
def selfEnergy (S V : ℕ → R) (W : R) (n : ℕ) : R := V 0 * line S V 0 n * W
```

## Telescoping by induction on the length

`single_insertion` is the identity $S'(D'-D)S = S - S'$. The tactic `noncomm_ring` expands the product without reordering factors, and the two hypotheses are then substituted.

```lean
/-- Inserting the difference of inverse propagators between two propagators gives their
difference: `S' (D' - D) S = S - S'`. -/
theorem single_insertion {D D' S S' : R} (h' : S' * D' = 1) (h : D * S = 1) :
    S' * (D' - D) * S = S - S' := by
  calc S' * (D' - D) * S = (S' * D') * S - S' * (D * S) := by noncomm_ring
    _ = S - S' := by rw [h', h, one_mul, mul_one]
```

The mixed lines $M_j$ are never defined in Lean. The telescoping is organised as a recursion instead,
$$I(a,n+1) = I(a,n)\,V_{a+n+1}S_{a+n+1} + L'(a,n+1)\,\Gamma_{a+n+1}\,S_{a+n+1}.$$
`Finset.sum_range_succ` splits off the term $j = n+1$, whose right factor is $L(a+n+1,0) = S_{a+n+1}$. In the terms $j\le n$, the index equations `h1` and `h2` expose the last factor $V_{a+n+1}S_{a+n+1}$ of $L(a+j,n+1-j)$.

```lean
/-- On a line with one more vertex, the insertion sits either on the shorter line or on the new
last propagator. -/
theorem insertions_succ (S S' V Γ : ℕ → R) (a n : ℕ) :
    insertions S S' V Γ a (n + 1) =
      insertions S S' V Γ a n * V (a + n + 1) * S (a + n + 1)
        + line S' V a (n + 1) * Γ (a + n + 1) * S (a + n + 1) := by
  unfold insertions
  rw [Finset.sum_range_succ _ (n + 1), Finset.sum_mul, Finset.sum_mul]
  congr 1
  · refine Finset.sum_congr rfl fun j hj => ?_
    have hj' : j ≤ n := Nat.lt_succ_iff.mp (mem_range.mp hj)
    have h1 : n + 1 - j = (n - j) + 1 := by omega
    have h2 : a + j + (n - j) + 1 = a + n + 1 := by omega
    simp only [h1, line, h2, mul_assoc]
  · rw [Nat.sub_self]
    rfl
```

`insertions_eq` states $I(a,n) = L(a,n) - L'(a,n)$ for $\Gamma_j = D'_j - D_j$, with the inverse relations `h` and `h'` assumed only on segments $a,\dots,a+n$. In the step from $n$ to $n+1$, abbreviate $L = L(a,n)$, $L' = L'(a,n)$ and drop the index $a+n+1$. The recursion, the induction hypothesis and `key` give
$$(L - L')VS + L'V(S - S') = LVS - L'VS',$$
where the mixed term $L'VS$ cancels just as $M_{n+1}$ does between neighbouring terms.

```lean
/-- Inserting the vertex `D'_j - D_j` in all places on a line gives the line with propagators `S`
minus the line with propagators `S'`. -/
theorem insertions_eq (D D' S S' V : ℕ → R) (a n : ℕ)
    (h : ∀ j ≤ n, D (a + j) * S (a + j) = 1)
    (h' : ∀ j ≤ n, S' (a + j) * D' (a + j) = 1) :
    insertions S S' V (fun j => D' j - D j) a n = line S V a n - line S' V a n := by
  induction n with
  | zero =>
    have key := single_insertion (h' 0 le_rfl) (h 0 le_rfl)
    simpa [insertions, line] using key
  | succ n ih =>
    have key : S' (a + n + 1) * (D' (a + n + 1) - D (a + n + 1)) * S (a + n + 1)
        = S (a + n + 1) - S' (a + n + 1) :=
      single_insertion (h' (n + 1) le_rfl) (h (n + 1) le_rfl)
    rw [insertions_succ, ih (fun j hj => h j (by omega)) (fun j hj => h' j (by omega))]
    simp only [line]
    -- the mixed terms `line S' * V * S` cancel: the sum telescopes
    calc _ = (line S V a n - line S' V a n) * V (a + n + 1) * S (a + n + 1)
          + line S' V a n * V (a + n + 1) *
            (S' (a + n + 1) * (D' (a + n + 1) - D (a + n + 1)) * S (a + n + 1)) := by
          noncomm_ring
      _ = _ := by rw [key]; noncomm_ring
```

`ward_identity` is the claim itself: for every start $a$, length $n$ and choice of vertices, the sum of insertions of one fixed `q` is the unshifted line minus the shifted line. It takes $D'_j = D_j + q$ and simplifies $(D_j + q) - D_j$ to $q$. That a single $q$ serves all segments reflects that $\gamma\cdot p - m$ is linear in the momentum up to a constant, and enters as the form of hypothesis `h'`.

```lean
/-- Ward identity on a line: if `S_j` inverts `D_j` and `S'_j` inverts `D_j + q`, the sum of all
insertions of `q` is the unshifted line minus the shifted line, for arbitrary vertices `V`. -/
theorem ward_identity (D S S' V : ℕ → R) (q : R) (a n : ℕ)
    (h : ∀ j ≤ n, D (a + j) * S (a + j) = 1)
    (h' : ∀ j ≤ n, S' (a + j) * (D (a + j) + q) = 1) :
    ∑ j ∈ range (n + 1), line S' V a j * q * line S V (a + j) (n - j)
      = line S V a n - line S' V a n := by
  have key := insertions_eq D (fun j => D j + q) S S' V a n h h'
  simpa only [insertions, add_sub_cancel_left] using key
```

## The vertex of a finite family of self-energy diagrams

The finite set `s` labels diagrams, each with its own length `n i`, propagators and vertices. A label may also fix the Lorentz indices and momenta of internal photons, with photon propagators absorbed as scalar weights in `V i 0`. The element `D₀` carries no hypothesis and cancels from the right-hand side. The step `key` applies `ward_identity` with $a = 0$ to each diagram and distributes the end vertices, which is $\Lambda = \Sigma - \Sigma'$, and `abel` rearranges the additive terms.

```lean
/-- Ward–Takahashi identity for a finite family of self-energy lines: the bare vertex `q` plus
all insertions of `q` equals `(D₀ + q - Σ') - (D₀ - Σ)`, with `Σ`, `Σ'` the summed unshifted and
shifted self-energies. -/
theorem ward_takahashi_selfEnergy {ι : Type*} (s : Finset ι) (D S S' V : ι → ℕ → R)
    (W : ι → R) (n : ι → ℕ) (D₀ q : R)
    (h : ∀ i ∈ s, ∀ j ≤ n i, D i j * S i j = 1)
    (h' : ∀ i ∈ s, ∀ j ≤ n i, S' i j * (D i j + q) = 1) :
    q + ∑ i ∈ s, V i 0 * insertions (S i) (S' i) (V i) (fun _ => q) 0 (n i) * W i
      = (D₀ + q - ∑ i ∈ s, selfEnergy (S' i) (V i) (W i) (n i))
        - (D₀ - ∑ i ∈ s, selfEnergy (S i) (V i) (W i) (n i)) := by
  have key : ∑ i ∈ s, V i 0 * insertions (S i) (S' i) (V i) (fun _ => q) 0 (n i) * W i
      = ∑ i ∈ s, (selfEnergy (S i) (V i) (W i) (n i) - selfEnergy (S' i) (V i) (W i) (n i)) := by
    refine Finset.sum_congr rfl fun i hi => ?_
    have hW : insertions (S i) (S' i) (V i) (fun _ => q) 0 (n i)
        = line (S i) (V i) 0 (n i) - line (S' i) (V i) 0 (n i) :=
      ward_identity (D i) (S i) (S' i) (V i) q 0 (n i)
        (fun j hj => by rw [zero_add]; exact h i hi j hj)
        (fun j hj => by rw [zero_add]; exact h' i hi j hj)
    rw [hW, mul_sub, sub_mul]
    rfl
  rw [key, Finset.sum_sub_distrib]
  abel
```

This has the shape of the Ward–Takahashi identity, but $\Sigma$ is a finite sum of lines and not the exact self-energy, and $\Lambda$ contains no insertions on closed fermion loops inside a diagram. There are no momentum integrals, no regulator and no limit $q\to0$, so the equality of the vertex and wave-function renormalisation constants is not obtained here.

## Cancellation between on-shell ends

The spinors `ubar` and `u` are ring elements: a row spinor becomes a matrix with one non-zero row, a column spinor one with one non-zero column, and the amplitude is an entry of the product. The Dirac equations `hl` and `hr` are assumed. Inverses are required only for the off-shell $D_0$ and $D_1 + q$, and not for the on-shell $D_0 + q$ and $D_1$. Each `calc` block in `onShell_legs` is one of the two leg identities.

```lean
/-- Insertions on on-shell external legs, for `D₀ S₀ = 1` and `S₁' (D₁ + q) = 1`: `ubar (D₀ + q) =
0` gives `ubar q S₀ = -ubar`, and `D₁ u = 0` gives `S₁' q u = u`. -/
theorem onShell_legs {D₀ S₀ D₁ S₁' q ubar u : R} (h₀ : D₀ * S₀ = 1)
    (h₁ : S₁' * (D₁ + q) = 1) (hl : ubar * (D₀ + q) = 0) (hr : D₁ * u = 0) :
    ubar * q * S₀ = -ubar ∧ S₁' * q * u = u := by
  constructor
  · calc ubar * q * S₀ = ubar * (D₀ + q) * S₀ - ubar * (D₀ * S₀) := by noncomm_ring
      _ = -ubar := by rw [hl, h₀]; simp
  · calc S₁' * q * u = S₁' * (D₁ + q) * u - S₁' * (D₁ * u) := by noncomm_ring
      _ = u := by rw [h₁, hr]; simp
```

`ward_compton` brackets the sum so that both leg identities can be substituted, leaving $-\bar uVu + \bar uVu$.

```lean
/-- With one vertex `V` and on-shell ends, the two Compton-type orderings of `q` and `V`
cancel. -/
theorem ward_compton {D₀ S₀ D₁ S₁' q ubar u : R} (V : R) (h₀ : D₀ * S₀ = 1)
    (h₁ : S₁' * (D₁ + q) = 1) (hl : ubar * (D₀ + q) = 0) (hr : D₁ * u = 0) :
    ubar * (q * S₀ * V + V * S₁' * q) * u = 0 := by
  obtain ⟨e₀, e₁⟩ := onShell_legs h₀ h₁ hl hr
  calc _ = (ubar * q * S₀) * V * u + ubar * V * (S₁' * q * u) := by noncomm_ring
    _ = 0 := by rw [e₀, e₁]; noncomm_ring
```

`ward_onShell` covers two or more vertices, with the $n+1$ internal propagators $1,\dots,n+1$. The three summands are the insertions on the left leg, the internal propagators and the right leg. The step `hW` is `ward_identity` at $a = 1$, and the final `noncomm_ring` cancels $-\bar uAu + \bar u(A-A')u + \bar uA'u$.

```lean
/-- On an amputated line with vertices `V_1, …, V_(n+2)` and on-shell ends, the insertions of `q`
on the left leg, on all internal propagators and on the right leg sum to zero. -/
theorem ward_onShell (D S S' V : ℕ → R) (q ubar u : R) (n : ℕ)
    (h : ∀ j ≤ n, D (1 + j) * S (1 + j) = 1)
    (h' : ∀ j ≤ n, S' (1 + j) * (D (1 + j) + q) = 1)
    (h₀ : D 0 * S 0 = 1) (h₁ : S' (n + 2) * (D (n + 2) + q) = 1)
    (hl : ubar * (D 0 + q) = 0) (hr : D (n + 2) * u = 0) :
    ubar * (q * S 0 * V 1 * line S V 1 n * V (n + 2)
      + V 1 * insertions S S' V (fun _ => q) 1 n * V (n + 2)
      + V 1 * line S' V 1 n * V (n + 2) * S' (n + 2) * q) * u = 0 := by
  obtain ⟨e₀, e₁⟩ := onShell_legs h₀ h₁ hl hr
  have hW : insertions S S' V (fun _ => q) 1 n = line S V 1 n - line S' V 1 n :=
    ward_identity D S S' V q 1 n h h'
  rw [hW]
  -- the leg insertions cancel the two terms left by the internal insertions
  calc _ = (ubar * q * S 0) * (V 1 * line S V 1 n * V (n + 2)) * u
        + ubar * V 1 * (line S V 1 n - line S' V 1 n) * V (n + 2) * u
        + ubar * (V 1 * line S' V 1 n * V (n + 2)) * (S' (n + 2) * q * u) := by noncomm_ring
    _ = 0 := by rw [e₀, e₁]; noncomm_ring
```

## A loop over a finite momentum group

Here the ring is that of complex square matrices with finite index type `m`, and momenta lie in a finite additive group `G`, as on a periodic lattice. The hypothesis `hS` makes $D(p)$ invertible at every momentum, which excludes zero modes. For square matrices `mul_eq_one_comm` supplies the left inverse `hS'`. The loop has $n+1$ propagators and the vertices $V_1,\dots,V_n,W$, down to one propagator closed by $W$ at $n = 0$, and the overall fermion-loop sign is omitted. The proof applies `insertions_eq` at each $p$, uses linearity of the trace, and shifts the sum with `Equiv.sum_comp (Equiv.addRight q)`.

```lean
/-- Closed loop: with loop momentum `p` summed over a finite group and offsets `k_j`, the traced
sum of all insertions of the vertex `D(p + q + k_j) - D(p + k_j)` vanishes. -/
theorem ward_closed_loop {G m : Type*} [AddGroup G] [Fintype G] [Fintype m] [DecidableEq m]
    (D S : G → Matrix m m ℂ) (hS : ∀ p, D p * S p = 1) (V : ℕ → Matrix m m ℂ)
    (W : Matrix m m ℂ) (k : ℕ → G) (q : G) (n : ℕ) :
    ∑ p, Matrix.trace (W * insertions (fun j => S (p + k j)) (fun j => S (p + q + k j)) V
      (fun j => D (p + q + k j) - D (p + k j)) 0 n) = 0 := by
  have hS' : ∀ p, S p * D p = 1 := fun p => mul_eq_one_comm.mp (hS p)
  have h : ∀ p, insertions (fun j => S (p + k j)) (fun j => S (p + q + k j)) V
      (fun j => D (p + q + k j) - D (p + k j)) 0 n
      = line (fun j => S (p + k j)) V 0 n - line (fun j => S (p + q + k j)) V 0 n := fun p =>
    insertions_eq (fun j => D (p + k j)) (fun j => D (p + q + k j)) (fun j => S (p + k j))
      (fun j => S (p + q + k j)) V 0 n (fun j _ => hS _) (fun j _ => hS' _)
  calc _ = ∑ p, (Matrix.trace (W * line (fun j => S (p + k j)) V 0 n)
        - Matrix.trace (W * line (fun j => S (p + q + k j)) V 0 n)) :=
        Finset.sum_congr rfl fun p _ => by rw [h p, mul_sub, Matrix.trace_sub]
    _ = 0 := by
        -- shift of the loop momentum
        rw [Finset.sum_sub_distrib, sub_eq_zero]
        exact (Equiv.sum_comp (Equiv.addRight q)
          (fun p => Matrix.trace (W * line (fun j => S (p + k j)) V 0 n))).symm
```

The vertex is momentum dependent here because a constant difference $D(p+q) - D(p)$, summed over the finite group, would have to vanish. The vertices `V` and `W` do not depend on $p$, so lattice actions with momentum-dependent vertices and contact terms are not covered. Neither are divergent continuum integrals, where it depends on the regulator whether a shift of $p$ leaves the integral unchanged.

## An integer instance with a non-zero diagram

`ward_witness` gives $2\times2$ integer matrices with $q = \operatorname{diag}(-1,1)$ and an internal $D$ with $Dq\ne qD$, $DS = 1$ and $S'(D+q) = 1$. On the legs `D₀` is the unit matrix and serves also as $S_0$ and as $S'_1$, since `D₁ + q` is the unit matrix too. The on-shell matrices $D_0 + q = \operatorname{diag}(0,2)$ and $D_1 = \operatorname{diag}(2,0)$ are singular and are annihilated by `ubar` and `u`. The last conjunct says that the Compton ordering $\bar u\,qS_0V\,u$ is non-zero, its upper right entry being $-1$, so for these matrices the zero in `ward_compton` is a cancellation between two non-zero terms. The example is purely algebraic and does not describe an electron line: the matrices are not Dirac operators, and here $q^2 = 1$, whereas $(\gamma^\mu q_\mu)^2 = q^\mu q_\mu = 0$ for a real photon. Each conjunct is settled by `decide`, which evaluates the matrix entries.

```lean
/-- Explicit `2 × 2` matrices: an internal `D` not commuting with `q`, with `D` and `D + q`
inverted by `S` and `S'`, and on-shell ends whose left-leg insertion alone is non-zero. -/
theorem ward_witness :
    let q : Matrix (Fin 2) (Fin 2) ℤ := !![-1, 0; 0, 1]
    let D : Matrix (Fin 2) (Fin 2) ℤ := !![1, 1; 1, 0]
    let S : Matrix (Fin 2) (Fin 2) ℤ := !![0, 1; 1, -1]
    let S' : Matrix (Fin 2) (Fin 2) ℤ := !![-1, 1; 1, 0]
    let D₀ : Matrix (Fin 2) (Fin 2) ℤ := !![1, 0; 0, 1]
    let D₁ : Matrix (Fin 2) (Fin 2) ℤ := !![2, 0; 0, 0]
    let ubar : Matrix (Fin 2) (Fin 2) ℤ := !![1, 0; 0, 0]
    let u : Matrix (Fin 2) (Fin 2) ℤ := !![0, 0; 0, 1]
    let V : Matrix (Fin 2) (Fin 2) ℤ := !![0, 1; 1, 0]
    D * S = 1 ∧ S' * (D + q) = 1 ∧ D * q ≠ q * D ∧ D₀ * D₀ = 1 ∧ D₀ * (D₁ + q) = 1 ∧
      ubar * (D₀ + q) = 0 ∧ D₁ * u = 0 ∧ ubar * (q * D₀ * V) * u ≠ 0 := by
  dsimp only
  refine ⟨?_, ?_, ?_, ?_, ?_, ?_, ?_, ?_⟩ <;> decide

end WardIdentityLine
```

```lean
#print axioms WardIdentityLine.ward_identity
#print axioms WardIdentityLine.ward_compton
#print axioms WardIdentityLine.ward_onShell
#print axioms WardIdentityLine.ward_closed_loop
```

```
'WardIdentityLine.ward_identity' depends on axioms: [propext, Classical.choice, Quot.sound]
'WardIdentityLine.ward_compton' depends on axioms: [propext]
'WardIdentityLine.ward_onShell' depends on axioms: [propext, Classical.choice, Quot.sound]
'WardIdentityLine.ward_closed_loop' depends on axioms: [propext, Classical.choice, Quot.sound]
```
